# On a finite lattice with fixed hopping, the gapped projector onto the lowest levels fixes the potential up to a constant exactly when its bond graph is connected

The ground state of one particle on two sites with hopping $-1$ and no potential is the symmetric orbital $(1,1)/\sqrt2$, and any potential that differs between the two sites would spoil that symmetry. On a larger lattice with known hopping, the occupied orbitals fix the potential up to a constant in the same way if the nonzero off-diagonal elements of their projector link all the sites.

In Lean 4 with Mathlib:

```lean
import Mathlib

open Matrix

namespace KohnShamUniqueness

noncomputable section

variable {n : Type*} [Fintype n]

/-- The energy form `⟨x, H x⟩` (real part) of an orbital `x` on the lattice. -/
def energy (H : Matrix n n ℂ) (x : n → ℂ) : ℝ := (star x ⬝ᵥ (H *ᵥ x)).re

/-- The squared norm of an orbital, the sum of its site weights. -/
def weight (x : n → ℂ) : ℝ := ∑ i, Complex.normSq (x i)

/-- `P` is the orthogonal projector onto the `N` lowest levels of the Hermitian
Hamiltonian `H`, with an energy gap between the range and the kernel of `P`. -/
structure IsGappedProjector (H P : Matrix n n ℂ) (N : ℕ) : Prop where
  hermitian : H.IsHermitian
  selfAdjoint : P.IsHermitian
  idem : P * P = P
  particles : P.trace = (N : ℂ)
  comm : H * P = P * H
  gap : ∃ a b : ℝ, a < b ∧ (∀ x, P *ᵥ x = x → energy H x ≤ a * weight x) ∧
    (∀ x, P *ᵥ x = 0 → b * weight x ≤ energy H x)

/-- The graph on the sites with a bond between distinct `i` and `j` when `P i j` or
`P j i` is nonzero. -/
def bondGraph {n : Type*} (P : Matrix n n ℂ) : SimpleGraph n :=
  SimpleGraph.fromRel (fun i j => P i j ≠ 0)

/-- An eigenvector of `H` with real eigenvalue `E` has energy form `E` times its
squared norm. -/
theorem energy_eigenvector {H : Matrix n n ℂ} {x : n → ℂ} {E : ℝ}
    (hx : H *ᵥ x = (E : ℂ) • x) : energy H x = E * weight x := by
  unfold energy weight
  rw [hx, Finset.mul_sum]
  simp only [dotProduct, Pi.smul_apply, smul_eq_mul, Pi.star_apply, Complex.re_sum]
  apply Finset.sum_congr rfl
  intro i _
  simp only [Complex.star_def, Complex.mul_re, Complex.mul_im, Complex.conj_re,
    Complex.conj_im, Complex.ofReal_re, Complex.ofReal_im, Complex.normSq_apply]
  ring

/-- For a gapped projector, the level of any eigenvector in its range lies strictly
below the level of any eigenvector in its kernel. -/
theorem occupied_below_empty {H P : Matrix n n ℂ} {N : ℕ} (h : IsGappedProjector H P N)
    {x y : n → ℂ} {E F : ℝ} (hx : x ≠ 0) (hy : y ≠ 0) (hPx : P *ᵥ x = x)
    (hPy : P *ᵥ y = 0) (hE : H *ᵥ x = (E : ℂ) • x) (hF : H *ᵥ y = (F : ℂ) • y) :
    E < F := by
  have pos : ∀ z : n → ℂ, z ≠ 0 → 0 < weight z := by
    intro z hz
    obtain ⟨i, hi⟩ := Function.ne_iff.mp hz
    exact Finset.sum_pos' (fun j _ => Complex.normSq_nonneg _)
      ⟨i, Finset.mem_univ i, Complex.normSq_pos.2 hi⟩
  obtain ⟨a, b, hab, hlo, hhi⟩ := h.gap
  have h1 := hlo x hPx
  have h2 := hhi y hPy
  rw [energy_eigenvector hE] at h1
  rw [energy_eigenvector hF] at h2
  have h3 : E ≤ a := le_of_mul_le_mul_right h1 (pos x hx)
  have h4 : b ≤ F := le_of_mul_le_mul_right h2 (pos y hy)
  linarith

variable [DecidableEq n]

/-- A real local potential as a diagonal operator on the lattice. -/
def pot (v : n → ℝ) : Matrix n n ℂ := Matrix.diagonal (fun i => (v i : ℂ))

/-- Adding a local potential `u` changes the energy form by the site weights of the
orbital summed against `u`. -/
theorem energy_add_pot (H : Matrix n n ℂ) (u : n → ℝ) (x : n → ℂ) :
    energy (H + pot u) x = energy H x + ∑ i, u i * Complex.normSq (x i) := by
  unfold energy
  rw [Matrix.add_mulVec, dotProduct_add, Complex.add_re]
  congr 1
  simp only [dotProduct, pot, Matrix.mulVec_diagonal, Pi.star_apply, Complex.re_sum]
  apply Finset.sum_congr rfl
  intro i _
  simp only [Complex.star_def, Complex.mul_re, Complex.mul_im, Complex.conj_re,
    Complex.conj_im, Complex.ofReal_re, Complex.ofReal_im, Complex.normSq_apply]
  ring

/-- If two potentials, each added to the same `T`, share a gapped projector `P`, their difference
takes the same value on any two sites with `P i j ≠ 0`. -/
theorem difference_eq_of_bond {T P : Matrix n n ℂ} {v w : n → ℝ} {N : ℕ}
    (h : IsGappedProjector (T + pot v) P N) (h' : IsGappedProjector (T + pot w) P N)
    {i j : n} (hij : P i j ≠ 0) : w i - v i = w j - v j := by
  have e1 := congrArg (fun M : Matrix n n ℂ => M i j) h.comm
  have e2 := congrArg (fun M : Matrix n n ℂ => M i j) h'.comm
  simp only [pot, Matrix.add_mul, Matrix.mul_add, Matrix.add_apply,
    Matrix.diagonal_mul, Matrix.mul_diagonal] at e1 e2
  -- the kinetic part drops out of the difference of the two commutators
  have e3 : (((w i - v i) - (w j - v j) : ℝ) : ℂ) * P i j = 0 := by
    push_cast
    linear_combination e2 - e1
  rcases mul_eq_zero.mp e3 with h0 | h0
  · have := Complex.ofReal_eq_zero.mp h0
    linarith
  · exact absurd h0 hij

/-- If a profile `u` with values in `[0, 1]` is equal on any two sites with
`P i j ≠ 0`, some positive multiple of it can be added to the Hamiltonian without
changing the gapped projector `P`. -/
theorem exists_invisible_shift {H P : Matrix n n ℂ} {N : ℕ}
    (h : IsGappedProjector H P N) (u : n → ℝ) (h0 : ∀ i, 0 ≤ u i) (h1 : ∀ i, u i ≤ 1)
    (hu : ∀ i j, P i j ≠ 0 → u i = u j) :
    ∃ ε : ℝ, 0 < ε ∧ IsGappedProjector (H + pot (fun i => ε * u i)) P N := by
  obtain ⟨a, b, hab, hlo, hhi⟩ := h.gap
  -- choose the shift smaller than the gap
  obtain ⟨ε, hε, hlt⟩ : ∃ ε : ℝ, 0 < ε ∧ a + ε < b :=
    ⟨(b - a) / 2, by linarith, by linarith⟩
  refine ⟨ε, hε, ?_, h.selfAdjoint, h.idem, h.particles, ?_,
    a + ε, b, hlt, fun x hx => ?_, fun x hx => ?_⟩
  · refine h.hermitian.add ?_
    unfold pot
    rw [Matrix.IsHermitian, Matrix.diagonal_conjTranspose]
    exact congrArg Matrix.diagonal (funext fun i => Complex.conj_ofReal _)
  · rw [add_mul, mul_add, h.comm]
    congr 1
    ext i j
    simp only [pot, Matrix.diagonal_mul, Matrix.mul_diagonal]
    by_cases hp : P i j = 0
    · simp [hp]
    · rw [hu i j hp]
      ring
  · have s1 : ∑ i, ε * u i * Complex.normSq (x i) ≤ ε * weight x := by
      rw [weight, Finset.mul_sum]
      exact Finset.sum_le_sum fun i _ => mul_le_mul_of_nonneg_right
        (mul_le_of_le_one_right hε.le (h1 i)) (Complex.normSq_nonneg _)
    rw [energy_add_pot, add_mul]
    linarith [hlo x hx]
  · have s0 : 0 ≤ ∑ i, ε * u i * Complex.normSq (x i) :=
      Finset.sum_nonneg fun i _ =>
        mul_nonneg (mul_nonneg hε.le (h0 i)) (Complex.normSq_nonneg _)
    rw [energy_add_pot]
    linarith [hhi x hx]

/-- On a non-empty finite lattice, let `P` be the gapped projector onto the `N` lowest levels of
`T + v`. All potentials `w` for which `T + w` has this same gapped projector differ from `v` by
constants if and only if the bond graph of `P` is connected. -/
theorem potential_unique_iff_connected [Nonempty n] {T P : Matrix n n ℂ} {v : n → ℝ}
    {N : ℕ} (h : IsGappedProjector (T + pot v) P N) :
    (∀ w : n → ℝ, IsGappedProjector (T + pot w) P N → ∃ c : ℝ, ∀ i, w i = v i + c) ↔
      (bondGraph P).Connected := by
  classical
  constructor
  · intro huniq
    refine (SimpleGraph.connected_iff _).2 ⟨fun i j => ?_, inferInstance⟩
    by_contra hij
    -- raise the potential on the component of `i` only
    obtain ⟨ε, hε, h'⟩ := exists_invisible_shift h
      (fun k => if (bondGraph P).Reachable i k then (1 : ℝ) else 0)
      (fun k => by split_ifs <;> norm_num)
      (fun k => by split_ifs <;> norm_num)
      (fun k l hp => by
        by_cases hkl : k = l
        · rw [hkl]
        · have adj : (bondGraph P).Adj k l :=
            (SimpleGraph.fromRel_adj (fun i j => P i j ≠ 0) _ _).2 ⟨hkl, Or.inl hp⟩
          have hiff : (bondGraph P).Reachable i k ↔ (bondGraph P).Reachable i l :=
            ⟨fun r => r.trans adj.reachable, fun r => r.trans adj.symm.reachable⟩
          simp only [hiff])
    have pot_add : ∀ f g : n → ℝ, pot f + pot g = pot (fun k => f k + g k) := by
      intro f g
      ext k l
      by_cases hkl : k = l
      · subst hkl
        simp [pot]
      · simp [pot, hkl]
    rw [add_assoc, pot_add] at h'
    obtain ⟨c, hc⟩ := huniq _ h'
    have hi := hc i
    have hj := hc j
    have hr : (bondGraph P).Reachable i i := SimpleGraph.Reachable.refl i
    simp only [hr, if_true] at hi
    simp only [hij, if_false] at hj
    linarith
  · intro hconn w hw
    obtain ⟨o⟩ := hconn.nonempty
    -- the difference of the potentials is carried along paths of bonds
    have path : ∀ i j, (bondGraph P).Reachable i j → w i - v i = w j - v j := by
      rintro i j ⟨p⟩
      induction p with
      | nil => rfl
      | cons hadj _ ih =>
        obtain ⟨_, hp | hp⟩ :=
          (SimpleGraph.fromRel_adj (fun i j => P i j ≠ 0) _ _).1 hadj
        · exact (difference_eq_of_bond h hw hp).trans ih
        · exact (difference_eq_of_bond h hw hp).symm.trans ih
    exact ⟨w o - v o, fun i => by linarith [path o i (hconn.preconnected o i)]⟩

/-- The two-site dimer with hopping `-1` and zero potential has the projector with all
entries `1/2` as its gapped one-particle projector. -/
theorem dimer_witness :
    IsGappedProjector (!![0, -1; -1, 0] + pot (0 : Fin 2 → ℝ))
      !![1/2, 1/2; 1/2, 1/2] 1 := by
  have hz : pot (0 : Fin 2 → ℝ) = 0 := by simp [pot]
  have hE : ∀ x : Fin 2 → ℂ, energy !![0, -1; -1, 0] x =
      -2 * ((x 0).re * (x 1).re + (x 0).im * (x 1).im) := by
    intro x
    simp [energy, Matrix.mulVec, dotProduct, Fin.sum_univ_two]
    ring
  have hW : ∀ x : Fin 2 → ℂ, weight x = ((x 0).re * (x 0).re + (x 0).im * (x 0).im) +
      ((x 1).re * (x 1).re + (x 1).im * (x 1).im) := by
    intro x
    simp only [weight, Fin.sum_univ_two, Complex.normSq_apply]
  rw [hz, add_zero]
  refine ⟨?_, ?_, ?_, ?_, ?_, -1, 1, by norm_num, fun x hx => ?_, fun x hx => ?_⟩
  · apply Matrix.IsHermitian.ext
    intro i j
    fin_cases i <;> fin_cases j <;> simp
  · apply Matrix.IsHermitian.ext
    intro i j
    fin_cases i <;> fin_cases j <;> simp
  · ext i j
    fin_cases i <;> fin_cases j <;> norm_num [Matrix.mul_apply, Fin.sum_univ_succ]
  · norm_num [Matrix.trace_fin_two]
  · ext i j
    fin_cases i <;> fin_cases j <;> norm_num [Matrix.mul_apply, Fin.sum_univ_succ]
  · -- occupied orbitals are symmetric
    have h0 : (1/2 : ℂ) * x 0 + 1/2 * x 1 = x 0 := by
      simpa [Matrix.mulVec, dotProduct, Fin.sum_univ_two] using congrFun hx 0
    have e : x 1 = x 0 := by linear_combination 2 * h0
    rw [hE, hW, e]
    apply le_of_eq
    ring
  · -- empty orbitals are antisymmetric
    have h0 : (1/2 : ℂ) * x 0 + 1/2 * x 1 = 0 := by
      simpa [Matrix.mulVec, dotProduct, Fin.sum_univ_two] using congrFun hx 0
    have e : x 1 = -x 0 := by linear_combination 2 * h0
    rw [hE, hW, e, Complex.neg_re, Complex.neg_im]
    apply le_of_eq
    ring

/-- Any potential on the dimer with hopping `-1` whose gapped one-particle projector has
all entries `1/2` is equal on the two sites. -/
theorem dimer_potential_uniform {w : Fin 2 → ℝ}
    (hw : IsGappedProjector (!![0, -1; -1, 0] + pot w) !![1/2, 1/2; 1/2, 1/2] 1) :
    w 0 = w 1 := by
  have h := difference_eq_of_bond dimer_witness hw (i := 0) (j := 1) (by simp)
  simpa using h

end

end KohnShamUniqueness
```

```lean
#print axioms KohnShamUniqueness.occupied_below_empty
#print axioms KohnShamUniqueness.potential_unique_iff_connected
#print axioms KohnShamUniqueness.dimer_potential_uniform
```

```
'KohnShamUniqueness.occupied_below_empty' depends on axioms: [propext, Classical.choice, Quot.sound]
'KohnShamUniqueness.potential_unique_iff_connected' depends on axioms: [propext, Classical.choice, Quot.sound]
'KohnShamUniqueness.dimer_potential_uniform' depends on axioms: [propext, Classical.choice, Quot.sound]
```

## From two sites to any connected graph

In the dimer, the projector $P$ onto the occupied orbital has all entries $1/2$. Suppose a potential $w$ gives the same $P$. Then $P$ commutes with both the hopping matrix $T$ and $T+\mathrm{diag}(w)$, hence with $\mathrm{diag}(w)$. The $(0,1)$ element of this commutator is $(w_0-w_1)/2=0$, so $w_0=w_1$.

In general, let $v$ and $w$ give the same $P$ with the same $T$, and put $u=w-v$. Subtracting the two commutation relations removes $T$ and leaves
$$(u_i-u_j)\,P_{ij}=0 .$$
So $u$ is equal at the two ends of every bond, where a bond means $P_{ij}\neq0$ with $i\neq j$. It is therefore equal along every path of bonds. If the graph is connected, $u$ is a constant.

## A disconnected graph leaves freedom

Remove the hopping from the dimer and take site energies $0$ and $1$. Then $P=\mathrm{diag}(1,0)$ has no bond, and raising site $0$ by $1/2$ leaves the same site occupied.

In general, suppose no path joins $i$ to $j$. Let $u=1$ on the component of $i$ and $u=0$ elsewhere. Since $u$ is equal across every bond, $\mathrm{diag}(u)$ commutes with $P$. With $H=T+\mathrm{diag}(v)$, let the energy per squared norm be at most $a$ for occupied orbitals and at least $b>a$ for empty ones, and add $\varepsilon u$ with $\varepsilon=(b-a)/2$. As $0\le u\le1$,
$$\langle x,(H+\varepsilon u)x\rangle\le(a+\varepsilon)\|x\|^2\ \text{(occupied)},\qquad \langle x,(H+\varepsilon u)x\rangle\ge b\,\|x\|^2\ \text{(empty)}.$$
Since $a+\varepsilon<b$, $P$ still projects onto the lowest levels, although the potential has changed by $\varepsilon$ at $i$ and by nothing at $j$.

## What the theorem says

`potential_unique_iff_connected` takes a non-empty finite set of sites and a gapped projector `P` of `T + pot v`. It states that every `w` with this same gapped projector has the form $v+c$ if and only if `bondGraph P` is connected. With at least two sites, an empty or full lattice has no bonds, and uniqueness fails.

The sites form the type `n`, which is not the density. `T` is a complex matrix and `pot v` a real diagonal one. `IsGappedProjector` says that $H$ is Hermitian and that $P$ is an orthogonal projector of trace $N$ commuting with $H$, with $a<b$ as above. The gap stands for a finite separation between the highest occupied and lowest empty levels, and it is assumed for both potentials. `energy` and `weight` use unnormalised orbitals; their ratio is the usual expectation value. The bonds are those of `P`, not the hoppings of `T`.

In Kohn–Sham theory the given quantity is the density, which for spinless particles is the diagonal $P_{ii}$, whereas here the whole of $P$ is given. The Hohenberg–Kohn variational argument, which isn't formalised here, leads from one to the other: with the same $T$, two potentials whose gapped ground states have the same density also have the same $P$. With that step, the criterion bears on Kohn–Sham inversion for non-interacting, gapped particles on a finite lattice: it tells whether a potential that has been found is unique up to a constant.

## The lemmas behind it

`energy_eigenvector` and `occupied_below_empty` confirm that the gap condition puts every occupied eigenvalue strictly below every empty one. The main theorem doesn't use them.

`difference_eq_of_bond` takes the $(i,j)$ elements of the two commutation relations; `linear_combination e2 - e1` is the subtraction that removes $T$. `exists_invisible_shift` is the gap estimate, with `energy_add_pot` giving the energy change $\sum_i u_i|x_i|^2$.

For uniqueness implies connected, the main proof assumes that `j` is unreachable from `i` and shifts the component of `i`. Uniqueness then demands $c=\varepsilon$ at `i` and $c=0$ at `j`, a contradiction. For the other direction, induction along a path carries the difference of the potentials from site to site.

`dimer_witness` checks the two-site example with $a=-1$ and $b=1$, and `dimer_potential_uniform` applies the bond lemma to it.
